# Unfolding weights of a normalised one-dimensional supercell state sum to one, and a weight of one marks a primitive Bloch state

An unfolded supercell band structure can be plotted by drawing each supercell state at several primitive wave vectors, with a marker sized by its weight there. Reading the marker sizes as fractions of one state requires the weights to sum to one. Reading a full-size marker as a state with a definite primitive wave vector requires that weight one occur only for primitive Bloch states. Both properties are derived below for a single state in one dimension, expanded in orthonormal plane waves.

## Plane waves under a primitive translation

Let a supercell contain $N\ge 1$ primitive cells of length $a$. A state with supercell wave vector $K$ is a combination of plane waves with wave vectors $K+2\pi n/(Na)$, $n\in\mathbb Z$, and coefficients $c_n$, where $\sum_n|c_n|^2=1$. The shift $x\mapsto x+a$ multiplies the $n$-th plane wave by $e^{iKa}e^{2\pi i n/N}$. The factor $e^{iKa}$ is common to all of them and is left out, so the translation acts as

$$(Tc)_n=e^{2\pi i n/N}c_n .$$

Plane waves whose indices differ by a multiple of $N$ belong to the same primitive wave vector. The weight at $K+2\pi j/(Na)$ is therefore

$$W_j=\sum_{m\in\mathbb Z}|c_{j+Nm}|^2,\qquad 0\le j<N .$$

## The weights and the eigenvalue equation in Lean

The theorem `unfolding` says that $\sum_{j<N}W_j=1$ and that, for each $j<N$, $W_j=1$ if and only if $Tc=e^{2\pi i j/N}c$.

The state is a function `c : ℤ → ℂ`. The hypothesis `HasSum (fun n => ‖c n‖ ^ 2) 1` expresses both convergence and normalisation, and `0 < N` says that the supercell contains at least one cell. The definitions `phase`, `translate` and `weight` are $e^{2\pi i n/N}$, $T$ and $W_j$. The eigenvalue equation reads `translate N c = phase N j • c`, an equality of all coefficients. With the factor $e^{iKa}$ restored, it says that the shift by $a$ multiplies the state by $e^{i\kappa a}$ with $\kappa=K+2\pi j/(Na)$, which is what is meant by a primitive Bloch state with wave vector $\kappa$.

Two further theorems complete the description:

- `eigenvector_iff_exists_weight` allows any complex eigenvalue $\mu$: a normalised state satisfies $Tc=\mu c$ for some $\mu$ exactly when some $W_j$ with $j<N$ equals one.
- `weight_eq_fourier` obtains the weights from `translationMean`, the inner products $\langle c,T^rc\rangle=\sum_n\overline{c_n}\,(T^rc)_n$, which are expectation values of $T^r$ when $c$ is normalised:

$$W_j=\frac1N\sum_{r=0}^{N-1}e^{-2\pi i jr/N}\langle c,T^rc\rangle .$$

This formula needs only square-summable coefficients, not normalised ones.

The model contains no Hamiltonian, and the passage from wave functions to coefficients is taken as given. A non-orthogonal basis would need an overlap matrix, which is absent here.

## Derivation by residue classes

**Equal phases.** The equality $e^{2\pi i n/N}=e^{2\pi i j/N}$ means $e^{2\pi i(n-j)/N}=1$, which holds exactly when $(n-j)/N$ is an integer, that is, when $n\equiv j \pmod N$.

**Sum of the weights.** Each integer $n$ is congruent to exactly one $j$ with $0\le j<N$. The terms $|c_n|^2$ are non-negative and summable, so they may be grouped by residue class:

$$\sum_{j=0}^{N-1}W_j=\sum_{n\in\mathbb Z}|c_n|^2=1 .$$

**Weight one.** Subtracting $W_j$ from the normalisation gives

$$1-W_j=\sum_{n\not\equiv j}|c_n|^2 .$$

A sum of non-negative terms vanishes only if every term does. Hence $W_j=1$ exactly when $c_n=0$ for all $n\not\equiv j$. The eigenvalue equation, written for each coefficient, is

$$\left(e^{2\pi i n/N}-e^{2\pi i j/N}\right)c_n=0 .$$

The bracket vanishes exactly for $n\equiv j$, so this is the same condition on $c$.

**Any eigenvalue.** Suppose $Tc=\mu c$. Normalisation provides an $n$ with $c_n\ne0$, and its equation gives $\mu=e^{2\pi i n/N}$. If $k$ is the residue of $n$, then $\mu=e^{2\pi i k/N}$ and $W_k=1$. The converse is the previous step.

**Fourier formula.** Since $(T^rc)_n=e^{2\pi i rn/N}c_n$, the right-hand side of the formula is

$$\sum_n|c_n|^2\,\frac1N\sum_{r=0}^{N-1}z_n^r,\qquad z_n=e^{2\pi i(n-j)/N}.$$

Exchanging the sums is allowed because $r$ takes finitely many values and each series over $n$ converges absolutely. If $n\equiv j$, then $z_n=1$ and the inner sum is $N$. Otherwise $(z_n-1)\sum_{r<N} z_n^r=z_n^N-1=0$ with $z_n\neq1$, so the inner sum is zero. What remains is $W_j$.

## The complete Lean file

```lean
import Mathlib

open scoped ComplexConjugate Real

namespace SupercellUnfolding

noncomputable section

/-- The phase `exp (2 π i n / N)` that the plane wave with index `n` of an `N`-fold supercell
acquires under translation by one primitive cell, for `N ≥ 1`, apart from the factor `exp (i K a)`
common to all plane waves of supercell wave vector `K` (`a` is the primitive cell length). -/
def phase (N : ℕ) (n : ℤ) : ℂ := Complex.exp (2 * π * Complex.I * n / N)

/-- Translation by one primitive cell, without the common factor `exp (i K a)`, acting on the
plane-wave coefficients of a state with wave vector `K` in an `N`-fold supercell, for `N ≥ 1`. -/
def translate (N : ℕ) (c : ℤ → ℂ) : ℤ → ℂ := fun n => phase N n * c n

/-- The unfolding weight `W_j`: the sum of `|c_n|²` over the plane waves `n = j + N m`, for `N ≥ 1`
and square-summable coefficients. -/
def weight (N : ℕ) (c : ℤ → ℂ) (j : ℕ) : ℝ := ∑' m : ℤ, ‖c (j + N * m)‖ ^ 2

/-- The inner product `⟨c, T^r c⟩`, where `T` is `translate N`, for `N ≥ 1` and square-summable
coefficients. For a normalised state it is the expectation value of `T^r`. -/
def translationMean (N : ℕ) (c : ℤ → ℂ) (r : ℕ) : ℂ :=
  ∑' n : ℤ, conj (c n) * ((translate N)^[r] c) n

/-- For `N ≥ 1`, two plane waves acquire the same phase under a primitive translation exactly
when their indices differ by a multiple of `N`. -/
theorem phase_eq_iff {N : ℕ} (hN : 0 < N) (n j : ℤ) :
    phase N n = phase N j ↔ (N : ℤ) ∣ n - j := by
  have hN' : (N : ℂ) ≠ 0 := by exact_mod_cast hN.ne'
  unfold phase
  rw [Complex.exp_eq_exp_iff_exists_int]
  constructor
  · rintro ⟨k, hk⟩
    refine ⟨k, ?_⟩
    have h1 := div_mul_cancel₀ (2 * π * Complex.I * n : ℂ) hN'
    have h2 := div_mul_cancel₀ (2 * π * Complex.I * j : ℂ) hN'
    have h : (2 * π * Complex.I : ℂ) * ((n : ℂ) - j - N * k) = 0 := by
      linear_combination (N : ℂ) * hk - h1 + h2
    have h3 := (mul_eq_zero.mp h).resolve_left Complex.two_pi_I_ne_zero
    have h4 : n - j - N * k = 0 := by exact_mod_cast h3
    linarith
  · rintro ⟨k, hk⟩
    refine ⟨k, ?_⟩
    have h0 : n = j + N * k := by linarith
    have h : (n : ℂ) = j + N * k := by exact_mod_cast h0
    have hi : (N : ℂ) * (N : ℂ)⁻¹ = 1 := mul_inv_cancel₀ hN'
    rw [h]
    linear_combination (2 * π * Complex.I * k : ℂ) * hi

/-- For `N ≥ 1`, every plane-wave index is congruent modulo `N` to some `k` with `0 ≤ k < N`. -/
theorem exists_residue {N : ℕ} (hN : 0 < N) (n : ℤ) : ∃ k < N, (N : ℤ) ∣ n - (k : ℤ) := by
  have hN' : (0 : ℤ) < N := by exact_mod_cast hN
  have hk : ((n % N).toNat : ℤ) = n % N := Int.toNat_of_nonneg (Int.emod_nonneg _ hN'.ne')
  have hlt := Int.emod_lt_of_pos n hN'
  refine ⟨(n % N).toNat, by omega, ?_⟩
  rw [hk]
  exact (Int.mod_modEq n N).dvd

/-- For `N ≥ 1` and square-summable coefficients, `W_j` is the sum of `|c_n|²` over all `n`
congruent to `j` modulo `N`. -/
theorem hasSum_weight {N : ℕ} (hN : 0 < N) {c : ℤ → ℂ}
    (hc : Summable fun n => ‖c n‖ ^ 2) (j : ℕ) :
    HasSum (fun n : ℤ => if (N : ℤ) ∣ n - (j : ℤ) then ‖c n‖ ^ 2 else 0) (weight N c j) := by
  have hN' : (N : ℤ) ≠ 0 := by exact_mod_cast hN.ne'
  have hg : Function.Injective (fun m : ℤ => (j : ℤ) + N * m) := fun a b hab =>
    mul_left_cancel₀ hN' (add_left_cancel hab)
  refine (hg.hasSum_iff ?_).1 ?_
  · intro n hn
    refine if_neg ?_
    rintro ⟨m, hm⟩
    exact hn ⟨m, by simp only; linarith⟩
  · have h : HasSum (fun m : ℤ => ‖c (j + N * m)‖ ^ 2) (weight N c j) :=
      (hc.comp_injective hg).hasSum
    have e : ((fun n : ℤ => if (N : ℤ) ∣ n - (j : ℤ) then ‖c n‖ ^ 2 else 0) ∘
        fun m : ℤ => (j : ℤ) + N * m) = fun m : ℤ => ‖c (j + N * m)‖ ^ 2 := by
      funext m
      simp
    rw [← e] at h
    exact h

/-- For `N ≥ 1`, the unfolding weights of a normalised supercell state sum to one. -/
theorem sum_weight {N : ℕ} (hN : 0 < N) {c : ℤ → ℂ} (hc : HasSum (fun n => ‖c n‖ ^ 2) 1) :
    ∑ j ∈ Finset.range N, weight N c j = 1 := by
  have h := hasSum_sum (s := Finset.range N) fun j _ => hasSum_weight hN hc.summable j
  refine h.unique ?_
  convert hc using 1
  funext n
  -- exactly one residue class contains `n`
  obtain ⟨k, hk, hd⟩ := exists_residue hN n
  refine (Finset.sum_eq_single k ?_ fun h => absurd (Finset.mem_range.2 hk) h).trans (if_pos hd)
  intro j hj hne
  refine if_neg fun hj' => hne ?_
  have hjN := Finset.mem_range.1 hj
  obtain ⟨q, hq⟩ := dvd_sub hj' hd
  have a1 : (k : ℤ) < N := by exact_mod_cast hk
  have a2 : (j : ℤ) < N := by exact_mod_cast hjN
  have q1 : q < 1 := by nlinarith
  have q2 : -1 < q := by nlinarith
  have q0 : q = 0 := by omega
  rw [q0, mul_zero] at hq
  omega

/-- For `N ≥ 1` and a normalised state, `W_j = 1` exactly when only plane waves with index
congruent to `j` modulo `N` occur. -/
theorem weight_eq_one_iff_support {N : ℕ} (hN : 0 < N) {c : ℤ → ℂ}
    (hc : HasSum (fun n => ‖c n‖ ^ 2) 1) (j : ℕ) :
    weight N c j = 1 ↔ ∀ n, c n ≠ 0 → (N : ℤ) ∣ n - (j : ℤ) := by
  have hw := hasSum_weight hN hc.summable j
  constructor
  · intro h n hn
    by_contra hd
    -- the squared norm outside the class is `1 - W_j = 0`
    have hle := le_hasSum (hc.sub hw) n fun m _ => by
      split_ifs <;> simp
    rw [if_neg hd, h] at hle
    have hpos : 0 < ‖c n‖ ^ 2 := pow_pos (norm_pos_iff.2 hn) 2
    linarith
  · intro h
    refine hw.unique ?_
    convert hc using 1
    funext n
    by_cases hn : c n = 0
    · simp [hn]
    · exact if_pos (h n hn)

/-- For `N ≥ 1`, the unfolding weights of a normalised supercell state sum to one, and `W_j = 1`
exactly when `translate N`, the primitive translation without its common factor `exp (i K a)`,
multiplies the state by `exp (2 π i j / N)`, for `j < N`. -/
theorem unfolding {N : ℕ} (hN : 0 < N) {c : ℤ → ℂ} (hc : HasSum (fun n => ‖c n‖ ^ 2) 1) :
    ∑ j ∈ Finset.range N, weight N c j = 1 ∧
      ∀ j < N, (weight N c j = 1 ↔ translate N c = phase N j • c) := by
  refine ⟨sum_weight hN hc, fun j _ => ?_⟩
  rw [weight_eq_one_iff_support hN hc, funext_iff]
  simp only [translate, Pi.smul_apply, smul_eq_mul]
  constructor
  · intro h n
    by_cases hn : c n = 0
    · simp [hn]
    · rw [(phase_eq_iff hN n j).2 (h n hn)]
  · intro h n hn
    exact (phase_eq_iff hN n j).1 (mul_right_cancel₀ hn (h n))

/-- For `N ≥ 1`, a normalised supercell state is an eigenvector of the primitive translation, with
any complex eigenvalue, exactly when one of its unfolding weights equals one. -/
theorem eigenvector_iff_exists_weight {N : ℕ} (hN : 0 < N) {c : ℤ → ℂ}
    (hc : HasSum (fun n => ‖c n‖ ^ 2) 1) :
    (∃ μ : ℂ, translate N c = μ • c) ↔ ∃ j < N, weight N c j = 1 := by
  constructor
  · rintro ⟨μ, hμ⟩
    have hne : ∃ n, c n ≠ 0 := by
      by_contra h
      have h' : ∀ n, c n = 0 := fun n => not_not.1 fun hn => h ⟨n, hn⟩
      have h0 : (fun n => ‖c n‖ ^ 2) = fun _ => (0 : ℝ) := by
        funext n
        simp [h' n]
      rw [h0] at hc
      exact one_ne_zero (hc.unique hasSum_zero)
    obtain ⟨n, hn⟩ := hne
    obtain ⟨k, hk, hd⟩ := exists_residue hN n
    -- a single occupied plane wave fixes the eigenvalue
    have hph : phase N n = μ := mul_right_cancel₀ hn (congrFun hμ n)
    refine ⟨k, hk, ((unfolding hN hc).2 k hk).2 ?_⟩
    rw [← (phase_eq_iff hN n k).2 hd, hph, hμ]
  · rintro ⟨j, hj, h⟩
    exact ⟨_, ((unfolding hN hc).2 j hj).1 h⟩

/-- Orthogonality of the translation phases: for `N ≥ 1`, the sum over `r < N` of
`exp (2 π i r (n - j) / N)` is `N` if `n` and `j` are congruent modulo `N`, and zero otherwise. -/
theorem phase_orthogonality {N : ℕ} (hN : 0 < N) (n j : ℤ) :
    ∑ r ∈ Finset.range N, ((phase N j)⁻¹ * phase N n) ^ r =
      if (N : ℤ) ∣ n - j then (N : ℂ) else 0 := by
  have h0 : phase N j ≠ 0 := Complex.exp_ne_zero _
  have hi : (N : ℂ) * (N : ℂ)⁻¹ = 1 := mul_inv_cancel₀ (by exact_mod_cast hN.ne')
  have hpow : ∀ m : ℤ, phase N m ^ N = 1 := fun m => by
    unfold phase
    rw [← Complex.exp_nat_mul]
    exact Complex.exp_eq_one_iff.2 ⟨m, by linear_combination (2 * π * Complex.I * m : ℂ) * hi⟩
  split_ifs with h
  · rw [(phase_eq_iff hN n j).2 h, inv_mul_cancel₀ h0]
    simp
  · have hz : (phase N j)⁻¹ * phase N n ≠ 1 := fun hz =>
      h ((phase_eq_iff hN n j).1 ((inv_mul_eq_one₀ h0).1 hz).symm)
    have hg := geom_sum_mul ((phase N j)⁻¹ * phase N n) N
    rw [mul_pow, inv_pow, hpow, hpow, inv_one, one_mul, sub_self] at hg
    exact (mul_eq_zero.1 hg).resolve_right (sub_ne_zero.2 hz)

/-- For `N ≥ 1` and square-summable coefficients, `W_j` is `1 / N` times the discrete Fourier
transform of the inner products `⟨c, T^r c⟩` with `0 ≤ r < N`, where `T` is `translate N`. -/
theorem weight_eq_fourier {N : ℕ} (hN : 0 < N) {c : ℤ → ℂ}
    (hc : Summable fun n => ‖c n‖ ^ 2) (j : ℕ) :
    (weight N c j : ℂ) =
      1 / N * ∑ r ∈ Finset.range N, (phase N j)⁻¹ ^ r * translationMean N c r := by
  have hN' : (N : ℂ) ≠ 0 := by exact_mod_cast hN.ne'
  have hit : ∀ (r : ℕ) (n : ℤ), ((translate N)^[r] c) n = phase N n ^ r * c n := by
    intro r n
    induction r with
    | zero => simp
    | succ r ih =>
      rw [Function.iterate_succ_apply']
      change phase N n * ((translate N)^[r] c) n = _
      rw [ih, pow_succ]
      ring
  have hnorm : ∀ n : ℤ, ‖phase N n‖ = 1 := fun n => by
    have h : phase N n = Complex.exp (((2 * π * n / N : ℝ) : ℂ) * Complex.I) := by
      unfold phase
      congr 1
      push_cast
      ring
    rw [h, Complex.norm_exp_ofReal_mul_I]
  have hm : ∀ r, HasSum (fun n => conj (c n) * ((translate N)^[r] c) n)
      (translationMean N c r) := fun r => by
    have h : Summable fun n => ‖conj (c n) * ((translate N)^[r] c) n‖ := by
      simp only [hit, norm_mul, norm_pow, hnorm, one_pow, one_mul, RCLike.norm_conj, ← pow_two]
      exact hc
    exact h.of_norm.hasSum
  have h1 := hasSum_sum (s := Finset.range N) fun r _ => (hm r).mul_left ((phase N j)⁻¹ ^ r)
  have h2 := (Complex.hasSum_ofReal.2 (hasSum_weight hN hc j)).mul_left (N : ℂ)
  have h : (N : ℂ) * weight N c j =
      ∑ r ∈ Finset.range N, (phase N j)⁻¹ ^ r * translationMean N c r := by
    refine h2.unique ?_
    convert h1 using 1
    funext n
    -- the sum over translations projects onto the residue class of `j`
    have ht : ∀ r : ℕ, (phase N j)⁻¹ ^ r * (conj (c n) * ((translate N)^[r] c) n) =
        ((phase N j)⁻¹ * phase N n) ^ r * (‖c n‖ : ℂ) ^ 2 := fun r => by
      rw [hit, mul_pow, ← Complex.conj_mul']
      ring
    simp only [ht]
    rw [← Finset.sum_mul, phase_orthogonality hN]
    split_ifs <;> simp
  rw [← h, one_div, inv_mul_cancel_left₀ hN']

end

end SupercellUnfolding
```

```lean
#print axioms SupercellUnfolding.sum_weight
-- 'SupercellUnfolding.sum_weight' depends on axioms: [propext, Classical.choice, Quot.sound]
#print axioms SupercellUnfolding.eigenvector_iff_exists_weight
-- 'SupercellUnfolding.eigenvector_iff_exists_weight' depends on axioms: [propext, Classical.choice, Quot.sound]
#print axioms SupercellUnfolding.weight_eq_fourier
-- 'SupercellUnfolding.weight_eq_fourier' depends on axioms: [propext, Classical.choice, Quot.sound]
```

## From residue classes to the Lean proofs

`phase_eq_iff` is the comparison of phases. Mathlib's criterion for equal exponentials supplies an integer $k$; `linear_combination` clears the denominator, and cancelling $2\pi i$ leaves $n-j=Nk$.

`exists_residue` finds the residue of $n$. `hasSum_weight` rewrites $W_j$ as a series over all integers, with zeros outside the class of $j$, using the injectivity of $m\mapsto j+Nm$. All the weights are then series over the same index.

`sum_weight` adds these $N$ series with `hasSum_sum` and checks that each $|c_n|^2$ survives exactly once. Two residues in the range $0,\dots,N-1$ that differ by $qN$ must have $q=0$. Uniqueness of the sum then gives one.

In `weight_eq_one_iff_support`, `hc.sub hw` is the series for $1-W_j$, and `le_hasSum` bounds each of its terms by the total. A non-zero coefficient outside the class would be a positive term bounded by zero. `unfolding` turns the support condition into the eigenvalue equation coefficient by coefficient, cancelling $c_n$ where it is non-zero. `eigenvector_iff_exists_weight` follows the argument for a general $\mu$.

`phase_orthogonality` is the geometric sum, through `geom_sum_mul`. In `weight_eq_fourier`, `hit` computes $T^rc$ by induction, and `hnorm` shows that the phases have modulus one, which gives absolute convergence. The proof compares the series for $NW_j$ with the combined series of the inner products $\langle c,T^rc\rangle$ term by term, and divides by $N$ at the end.
